# The least total backward time when real steps sum to one and their cubes sum to zero

Setting up a higher-order propagator as a product of Strang steps requires a choice of how many substeps $m$ to use in each time step $\Delta t$, and how long to make them. If the substeps are real, at least one of them then runs backward in time. This sheet finds how much backward time a given $m$ forces.

Take a time-independent Hamiltonian $H=T+V$, kinetic plus potential energy, on a finite grid, with $\hbar=1$, and the Strang step $S(\tau)=e^{-iV\tau/2}e^{-iT\tau}e^{-iV\tau/2}$. Its symmetry removes even powers from the exponent, so $S(\tau)=\exp(-iH\tau+\tau^3E+O(\tau^5))$ with an error operator $E$. Applying substeps $w_0\Delta t,\dots,w_{m-1}\Delta t$ in turn gives

$$\exp\Big(-iH\Delta t\sum_k w_k+\Delta t^3E\sum_k w_k^3+O(\Delta t^4)\Big).$$

When $E\ne0$, the composition advances by $\Delta t$ and loses its cubic error exactly if

$$\sum_k w_k=1,\qquad \sum_k w_k^3=0.$$

These conditions give third order; a palindromic sequence, $w_k=w_{m-1-k}$, then has fourth order. The Lean theorems start from the two sums, so the passage from propagators to sums rests on the expansion above.

## Steps and their backward length

The real fractions $w_k$ are a function `w : Fin m → ℝ`, with indices from $0$ to $m-1$. The two conditions are the hypotheses `h1` and `h3`. No ordering or palindromic symmetry is imposed, and zero steps are allowed.

```lean
import Mathlib

namespace BackwardStepBound

noncomputable section
```

Write $x_k=\max(w_k,0)$ and $y_k=\max(-w_k,0)$ for the forward and backward parts of a step. The backward length, in units of $\Delta t$, is $N=\sum_k y_k$.

```lean
/-- The total length of the backward (negative) steps of a composition. -/
def backwardLength {m : ℕ} (w : Fin m → ℝ) : ℝ := ∑ k, max (-w k) 0
```

Despite its short name, `root m` is the cube root of $m-1$, written $c$ below.

```lean
/-- The cube root of `m - 1`, for `m ≥ 1`. -/
def root (m : ℕ) : ℝ := ((m : ℝ) - 1) ^ ((1 : ℝ) / 3)
```

The length $q=1/((m-1)-c)$ is `forwardStep m`.

```lean
/-- The forward step `1 / ((m - 1) - (m - 1)^(1/3))`, for `m ≥ 3`. -/
def forwardStep (m : ℕ) : ℝ := 1 / ((m : ℝ) - 1 - root m)
```

A candidate composition has the step $-cq$ at position $j$ and $q$ everywhere else.

```lean
/-- The composition, for `m ≥ 3`, with `m - 1` equal forward steps and, at position `j`,
one backward step that is longer by the factor `(m - 1)^(1/3)`. -/
def optimalSteps (m : ℕ) (j : Fin m) : Fin m → ℝ :=
  fun k => if k = j then -(root m * forwardStep m) else forwardStep m
```

## (a) Powers of the cube root

For $m\ge3$, show that

$$c>1,\qquad c^3=m-1,\qquad c^2=(m-1)^{2/3}.$$

Since $m-1\ge2$, a positive power of it exceeds one. The other two relations follow by multiplying exponents, which `Real.rpow_mul` permits for a nonnegative base.

```lean
/-- For `m ≥ 3` the cube root of `m - 1` exceeds one; its cube is `m - 1` and its square
is `(m - 1)^(2/3)`. -/
theorem root_spec {m : ℕ} (hm : 3 ≤ m) :
    1 < root m ∧ root m ^ 3 = (m : ℝ) - 1 ∧
      root m ^ 2 = ((m : ℝ) - 1) ^ ((2 : ℝ) / 3) := by
  have h3 : (3 : ℝ) ≤ m := by exact_mod_cast hm
  have h0 : (0 : ℝ) ≤ (m : ℝ) - 1 := by linarith
  refine ⟨Real.one_lt_rpow (by linarith) (by norm_num), ?_, ?_⟩
  · unfold root
    rw [← Real.rpow_natCast, ← Real.rpow_mul h0]
    norm_num
  · unfold root
    rw [← Real.rpow_natCast, ← Real.rpow_mul h0]
    norm_num
```

## (b) The forward step

For $m\ge3$, show that

$$q>0,\qquad cq(c^2-1)=1.$$

By (a), $(m-1)-c=c^3-c=c(c-1)(c+1)>0$. Hence $q$ is positive, and $q(c^3-c)=1$ is the second relation.

```lean
/-- For `m ≥ 3` the forward step `q` is positive, and with `c = (m - 1)^(1/3)` it satisfies
`c q (c² - 1) = 1`. -/
theorem forwardStep_spec {m : ℕ} (hm : 3 ≤ m) :
    0 < forwardStep m ∧ root m * forwardStep m * (root m ^ 2 - 1) = 1 := by
  obtain ⟨hc, hc3, -⟩ := root_spec hm
  have hpos : 0 < (m : ℝ) - 1 - root m := by
    have h := mul_pos (mul_pos (by linarith : 0 < root m) (sub_pos.mpr hc))
      (by linarith : 0 < root m + 1)
    nlinarith [h]
  have h1 : forwardStep m * ((m : ℝ) - 1 - root m) = 1 := one_div_mul_cancel hpos.ne'
  exact ⟨one_div_pos.mpr hpos, by linear_combination h1 + forwardStep m * hc3⟩
```

## (c) A step must go backward

Show from the two conditions that

$$w_j<0\quad\text{for some }j.$$

If every $w_k$ were nonnegative, the cubes would be nonnegative numbers with sum zero. Each would vanish, and so would each $w_k$, contradicting $\sum_k w_k=1$.

```lean
/-- Real steps that sum to one and whose cubes sum to zero include a backward step. -/
theorem exists_backward_step {m : ℕ} {w : Fin m → ℝ}
    (h1 : ∑ k, w k = 1) (h3 : ∑ k, w k ^ 3 = 0) : ∃ j, w j < 0 := by
  by_contra h
  have h' : ∀ k, 0 ≤ w k := fun k => not_lt.mp fun hk => h ⟨k, hk⟩
  have hz := (Finset.sum_eq_zero_iff_of_nonneg (fun k _ => pow_nonneg (h' k) 3)).mp h3
  have h0 : ∑ k, w k = 0 := Finset.sum_eq_zero fun k hk =>
    (pow_eq_zero_iff (by norm_num)).mp (hz k hk)
  linarith
```

## (d) Two steps are too few

Show from the same conditions that

$$m\ge3.$$

For $m=0$ the sum is zero, not one. For $m=1$, $w_0=1$ has cube one. For $m=2$, put $w_1=1-w_0$:

$$w_0^3+(1-w_0)^3=3\left(w_0-\tfrac12\right)^2+\tfrac14>0.$$

Lean treats the same three cases and gives the square to `nlinarith`.

```lean
/-- Real steps that sum to one and whose cubes sum to zero are at least three in number. -/
theorem three_le_steps {m : ℕ} {w : Fin m → ℝ}
    (h1 : ∑ k, w k = 1) (h3 : ∑ k, w k ^ 3 = 0) : 3 ≤ m := by
  by_contra h
  have hm : m = 0 ∨ m = 1 ∨ m = 2 := by omega
  rcases hm with rfl | rfl | rfl
  · simp at h1
  · rw [Fin.sum_univ_one] at h1 h3
    rw [h1] at h3
    norm_num at h3
  · rw [Fin.sum_univ_two] at h1 h3
    have e : w 1 = 1 - w 0 := by linarith
    rw [e] at h3
    nlinarith [sq_nonneg (w 0 - 1 / 2)]
```

## (e) Deviation from equal forward steps

Let the two conditions hold, let $w_j<0$, and let $a$ satisfy $ac=N$. Show that

$$\sum_{k\ne j}(x_k-a)^2(x_k+2a)\le3a^2\big(N(c^2-1)-1\big).$$

At most one of $x_k,y_k$ is nonzero, so $x_k=w_k+y_k$ and $x_k^3=w_k^3+y_k^3$. Summing gives

$$\sum_kx_k=1+N,\qquad \sum_kx_k^3=\sum_ky_k^3\le N^2\sum_ky_k=N^3,$$

where the inequality uses $0\le y_k\le N$. Next,

$$(x_k-a)^2(x_k+2a)=x_k^3-3a^2x_k+2a^3.$$

Sum this over all $k$ and subtract the term $k=j$, which is $2a^3$ because $x_j=0$. What remains is

$$\sum_ky_k^3-3a^2(1+N)+2(m-1)a^3.$$

Since $(m-1)a^3=(ca)^3=N^3$, this is at most $3N^3-3a^2(1+N)$. Substituting $N^3=a^2c^2N$ gives the claim.

In Lean, `hs` splits the steps, `hP` and `hQ` are the two sums, and `hN` bounds the backward cubes. `hf` sums the expansion, and `Finset.add_sum_erase` separates step $j$. The identities `hA` and `hB` rewrite $N^3$ for the final inequality.

```lean
/-- Let the steps sum to one and their cubes to zero, let step `j` be backward, and let
`a (m - 1)^(1/3)` be the backward length. Write `N` for the backward length, `c` for `(m - 1)^(1/3)`
and `x k` for the forward part `max (w k) 0`. Then the sum of `(x k - a)² (x k + 2 a)` over the
steps `k ≠ j` is at most `3 a² (N (c² - 1) - 1)`. -/
theorem deviation_le {m : ℕ} {w : Fin m → ℝ}
    (h1 : ∑ k, w k = 1) (h3 : ∑ k, w k ^ 3 = 0) {j : Fin m} (hj : w j < 0)
    {a : ℝ} (ha : a * root m = backwardLength w) :
    ∑ k ∈ Finset.univ.erase j, (max (w k) 0 - a) ^ 2 * (max (w k) 0 + 2 * a)
      ≤ 3 * a ^ 2 * (backwardLength w * (root m ^ 2 - 1) - 1) := by
  obtain ⟨-, hc3, -⟩ := root_spec (three_le_steps h1 h3)
  -- split each step, and each cube, into forward and backward parts
  have hs : ∀ k, max (w k) 0 = w k + max (-w k) 0 ∧
      max (w k) 0 ^ 3 = w k ^ 3 + max (-w k) 0 ^ 3 := by
    intro k
    rcases le_total (w k) 0 with h | h
    · rw [max_eq_right h, max_eq_left (by linarith : (0 : ℝ) ≤ -w k)]
      constructor <;> ring
    · rw [max_eq_left h, max_eq_right (by linarith : -w k ≤ (0 : ℝ))]
      constructor <;> ring
  have hP : ∑ k, max (w k) 0 = 1 + backwardLength w := by
    rw [Finset.sum_congr rfl (fun k _ => (hs k).1), Finset.sum_add_distrib, h1]
    rfl
  have hQ : ∑ k, max (w k) 0 ^ 3 = ∑ k, max (-w k) 0 ^ 3 := by
    rw [Finset.sum_congr rfl (fun k _ => (hs k).2), Finset.sum_add_distrib, h3, zero_add]
  -- the backward cubes sum to at most the cube of the backward length
  have hN : ∑ k, max (-w k) 0 ^ 3 ≤ backwardLength w ^ 3 := by
    calc ∑ k, max (-w k) 0 ^ 3 ≤ ∑ k, max (-w k) 0 * backwardLength w ^ 2 := by
          refine Finset.sum_le_sum fun k _ => ?_
          have h0 : 0 ≤ max (-w k) 0 := le_max_right _ _
          have hle : max (-w k) 0 ≤ backwardLength w :=
            Finset.single_le_sum (f := fun i => max (-w i) 0)
              (fun i _ => le_max_right _ _) (Finset.mem_univ k)
          have h2 := mul_le_mul_of_nonneg_left (pow_le_pow_left₀ h0 hle 2) h0
          linarith [h2, (by ring : max (-w k) 0 ^ 3 = max (-w k) 0 * max (-w k) 0 ^ 2)]
      _ = backwardLength w ^ 3 := by
          rw [← Finset.sum_mul]
          change backwardLength w * backwardLength w ^ 2 = _
          ring
  -- expand the deviation over all steps, then remove step `j`
  have e : ∀ k, (max (w k) 0 - a) ^ 2 * (max (w k) 0 + 2 * a)
      = max (w k) 0 ^ 3 - 3 * a ^ 2 * max (w k) 0 + 2 * a ^ 3 := fun k => by ring
  have hf : ∑ k, (max (w k) 0 - a) ^ 2 * (max (w k) 0 + 2 * a)
      = ∑ k, max (w k) 0 ^ 3 - 3 * a ^ 2 * ∑ k, max (w k) 0 + m * (2 * a ^ 3) := by
    rw [Finset.sum_congr rfl (fun k _ => e k), Finset.sum_add_distrib,
      Finset.sum_sub_distrib, ← Finset.mul_sum]
    simp
  have hE := Finset.add_sum_erase Finset.univ
    (fun k => (max (w k) 0 - a) ^ 2 * (max (w k) 0 + 2 * a)) (Finset.mem_univ j)
  simp only [max_eq_right hj.le] at hE
  rw [hf, hP, hQ] at hE
  have hA : backwardLength w ^ 3 = ((m : ℝ) - 1) * a ^ 3 := by
    rw [← ha, ← hc3]; ring
  have hB : backwardLength w ^ 3 = a ^ 2 * root m ^ 2 * backwardLength w := by
    rw [← ha]; ring
  nlinarith [hE, hN, hA, hB]
```

## (f) The lower bound

Show from the two conditions that

$$N\ge\frac1{(m-1)^{2/3}-1}.$$

By (c) there is a backward step, so $N>0$. Set $a=N/c>0$ in (e). Every term on the left is nonnegative, hence

$$0\le3a^2\big(N(c^2-1)-1\big).$$

Divide by $3a^2$, then by $c^2-1>0$, and use $c^2=(m-1)^{2/3}$. The theorem needs no hypothesis $m\ge3$, because (d) supplies it.

```lean
/-- If real steps sum to one and their cubes sum to zero, the total length of the backward
steps is at least `1 / ((m - 1)^(2/3) - 1)`. -/
theorem backwardLength_ge {m : ℕ} {w : Fin m → ℝ}
    (h1 : ∑ k, w k = 1) (h3 : ∑ k, w k ^ 3 = 0) :
    1 / (((m : ℝ) - 1) ^ ((2 : ℝ) / 3) - 1) ≤ backwardLength w := by
  obtain ⟨hc, -, hc2⟩ := root_spec (three_le_steps h1 h3)
  obtain ⟨j, hj⟩ := exists_backward_step h1 h3
  have hc0 : 0 < root m := by linarith
  have hN : 0 < backwardLength w :=
    lt_of_lt_of_le (lt_max_of_lt_left (by linarith) : 0 < max (-w j) 0)
      (Finset.single_le_sum (f := fun k => max (-w k) 0)
        (fun k _ => le_max_right _ _) (Finset.mem_univ j))
  have ha : 0 < backwardLength w / root m := div_pos hN hc0
  have hk := deviation_le h1 h3 hj (a := backwardLength w / root m) (by field_simp)
  -- the left side of `deviation_le` is nonnegative, hence so is `N (c² - 1) - 1`
  have h0 := (Finset.sum_nonneg fun k _ => mul_nonneg (sq_nonneg _)
    (by linarith [le_max_right (w k) 0])).trans hk
  have h2 : 0 ≤ backwardLength w * (root m ^ 2 - 1) - 1 :=
    le_of_mul_le_mul_left (by rw [mul_zero]; exact h0)
      (by positivity : 0 < 3 * (backwardLength w / root m) ^ 2)
  rw [← hc2, div_le_iff₀ (by nlinarith)]
  linarith
```

## (g) A composition that reaches the bound

For $m\ge3$ and any position $j$, show that the candidate composition satisfies

$$\sum_kw_k=1,\qquad\sum_kw_k^3=0,\qquad N=\frac1{(m-1)^{2/3}-1}.$$

With $m-1=c^3$ and (b),

$$-cq+c^3q=cq(c^2-1)=1,\qquad -c^3q^3+c^3q^3=0.$$

Only step $j$ is backward, so $N=cq=1/(c^2-1)$. The Lean helper `hsum` evaluates a sum with one distinguished term, and all three computations use it.

```lean
/-- For `m ≥ 3` the steps `optimalSteps m j` sum to one, their cubes sum to zero, and their
backward length equals `1 / ((m - 1)^(2/3) - 1)`. -/
theorem optimalSteps_spec {m : ℕ} (hm : 3 ≤ m) (j : Fin m) :
    ∑ k, optimalSteps m j k = 1 ∧ ∑ k, optimalSteps m j k ^ 3 = 0 ∧
      backwardLength (optimalSteps m j) = 1 / (((m : ℝ) - 1) ^ ((2 : ℝ) / 3) - 1) := by
  obtain ⟨hc, hc3, hc2⟩ := root_spec hm
  obtain ⟨hq, hq1⟩ := forwardStep_spec hm
  have hcq : 0 < root m * forwardStep m := mul_pos (by linarith) hq
  -- a sum with one distinguished term
  have hsum : ∀ p q : ℝ, ∑ k, (if k = j then p else q) = p + ((m : ℝ) - 1) * q := by
    intro p q
    have e : ∀ k, (if k = j then p else q) = (if k = j then p - q else 0) + q := by
      intro k
      split_ifs <;> ring
    rw [Finset.sum_congr rfl (fun k _ => e k), Finset.sum_add_distrib]
    simp only [Finset.sum_ite_eq', Finset.mem_univ, if_true, Finset.sum_const,
      Finset.card_univ, Fintype.card_fin, nsmul_eq_mul]
    ring
  refine ⟨?_, ?_, ?_⟩
  · simp only [optimalSteps]
    rw [hsum, ← hc3]
    linear_combination hq1
  · simp only [optimalSteps, ite_pow]
    rw [hsum, ← hc3]
    ring
  · have e : ∀ k, max (-optimalSteps m j k) 0
        = if k = j then root m * forwardStep m else 0 := by
      intro k
      unfold optimalSteps
      split_ifs
      · rw [neg_neg, max_eq_left hcq.le]
      · exact max_eq_right (by linarith)
    unfold backwardLength
    rw [Finset.sum_congr rfl (fun k _ => e k), hsum, mul_zero, add_zero, ← hc2]
    exact (eq_div_iff (by nlinarith : root m ^ 2 - 1 ≠ 0)).mpr hq1
```

## (h) All minimisers

Under the two conditions, show that

$$N=\frac1{(m-1)^{2/3}-1}\iff w_j=-cq\ \text{and}\ w_k=q\ (k\ne j)\ \text{for some }j.$$

Suppose the bound is attained, and let $w_j<0$. Then $N(c^2-1)=1=cq(c^2-1)$, so $N=cq$ and (e) applies with $a=q$. Its right side is zero, so each nonnegative term on the left vanishes. As $x_k+2q>0$, this forces $x_k=q>0$, and therefore $w_k=q$ for $k\ne j$. The first condition leaves $w_j=1-(m-1)q=-cq$. The converse is (g).

Lean obtains the vanishing terms in `hz` and the equal steps in `hoff`. It fixes step $j$ by comparing two sums that both equal one.

```lean
/-- Among real steps that sum to one and whose cubes sum to zero, the backward length equals
`1 / ((m - 1)^(2/3) - 1)` exactly for the compositions `optimalSteps m j`. -/
theorem backwardLength_eq_iff {m : ℕ} {w : Fin m → ℝ}
    (h1 : ∑ k, w k = 1) (h3 : ∑ k, w k ^ 3 = 0) :
    backwardLength w = 1 / (((m : ℝ) - 1) ^ ((2 : ℝ) / 3) - 1) ↔
      ∃ j, w = optimalSteps m j := by
  have hm := three_le_steps h1 h3
  obtain ⟨hc, -, hc2⟩ := root_spec hm
  obtain ⟨hq, hq1⟩ := forwardStep_spec hm
  constructor
  · intro hN
    obtain ⟨j, hj⟩ := exists_backward_step h1 h3
    have hd : 0 < root m ^ 2 - 1 := by nlinarith
    have hNd : backwardLength w * (root m ^ 2 - 1) = 1 := by
      rw [hN, ← hc2]
      exact one_div_mul_cancel hd.ne'
    have ha : forwardStep m * root m = backwardLength w :=
      mul_right_cancel₀ hd.ne' (by linear_combination hq1 - hNd)
    have hk := deviation_le h1 h3 hj ha
    rw [hNd, sub_self, mul_zero] at hk
    have hnn : ∀ k ∈ Finset.univ.erase j,
        0 ≤ (max (w k) 0 - forwardStep m) ^ 2 * (max (w k) 0 + 2 * forwardStep m) :=
      fun k _ => mul_nonneg (sq_nonneg _) (by linarith [le_max_right (w k) 0])
    have hz := (Finset.sum_eq_zero_iff_of_nonneg hnn).mp
      (le_antisymm hk (Finset.sum_nonneg hnn))
    -- every step other than `j` is the common forward step
    have hoff : ∀ k ∈ Finset.univ.erase j, w k = optimalSteps m j k := by
      intro k hkj
      have ho : optimalSteps m j k = forwardStep m := if_neg (Finset.ne_of_mem_erase hkj)
      rw [ho]
      have hx0 := le_max_right (w k) 0
      rcases mul_eq_zero.mp (hz k hkj) with h | h
      · have hx := (pow_eq_zero_iff two_ne_zero).mp h
        rcases le_total (w k) 0 with hw | hw
        · rw [max_eq_right hw] at hx
          linarith
        · rw [max_eq_left hw] at hx
          linarith
      · linarith
    -- the remaining step is fixed by the total time
    refine ⟨j, funext fun k => ?_⟩
    by_cases hkj : k = j
    · subst hkj
      have e1 := Finset.add_sum_erase Finset.univ w (Finset.mem_univ k)
      have e2 := Finset.add_sum_erase Finset.univ (optimalSteps m k) (Finset.mem_univ k)
      have e3 := Finset.sum_congr rfl hoff
      linarith [(optimalSteps_spec hm k).1]
    · exact hoff k (Finset.mem_erase.mpr ⟨hkj, Finset.mem_univ k⟩)
  · rintro ⟨j, rfl⟩
    exact (optimalSteps_spec hm j).2.2
```

A palindromic sequence with even $m$ has its backward steps in pairs, so it stays strictly above the bound.

## (i) Total time travelled

Show from the two conditions that

$$\sum_k|w_k|\ge1+\frac2{(m-1)^{2/3}-1}.$$

Since $|w_k|=w_k+2y_k$, the sum on the left is $1+2N$, and (f) bounds $N$. The name `pathLength_ge` refers to distance along the time axis.

```lean
/-- If real steps sum to one and their cubes sum to zero, the total path length `∑ |w k|` is
at least `1 + 2 / ((m - 1)^(2/3) - 1)`. -/
theorem pathLength_ge {m : ℕ} {w : Fin m → ℝ}
    (h1 : ∑ k, w k = 1) (h3 : ∑ k, w k ^ 3 = 0) :
    1 + 2 * (1 / (((m : ℝ) - 1) ^ ((2 : ℝ) / 3) - 1)) ≤ ∑ k, |w k| := by
  have e : ∀ k, |w k| = w k + 2 * max (-w k) 0 := by
    intro k
    rcases le_total (w k) 0 with h | h
    · rw [abs_of_nonpos h, max_eq_left (by linarith : (0 : ℝ) ≤ -w k)]
      ring
    · rw [abs_of_nonneg h, max_eq_right (by linarith : -w k ≤ (0 : ℝ))]
      ring
  have hs : ∑ k, |w k| = 1 + 2 * backwardLength w := by
    rw [Finset.sum_congr rfl (fun k _ => e k), Finset.sum_add_distrib, h1, ← Finset.mul_sum]
    rfl
  linarith [backwardLength_ge h1 h3]

end

end BackwardStepBound
```

```lean
#print axioms BackwardStepBound.backwardLength_ge
-- 'BackwardStepBound.backwardLength_ge' depends on axioms: [propext, Classical.choice, Quot.sound]
#print axioms BackwardStepBound.backwardLength_eq_iff
-- 'BackwardStepBound.backwardLength_eq_iff' depends on axioms: [propext, Classical.choice, Quot.sound]
#print axioms BackwardStepBound.pathLength_ge
-- 'BackwardStepBound.pathLength_ge' depends on axioms: [propext, Classical.choice, Quot.sound]
```

## Five Strang steps on a grid

For $m=5$ the minimiser with its backward step in the middle is Suzuki's five-step composition, with fractions

$$0.4145,\quad0.4145,\quad-0.6580,\quad0.4145,\quad0.4145.$$

In a split-operator wave-packet calculation, the clock within one time step reads $0$, $0.414$, $0.829$, $0.171$, $0.586$ and $1$, in units of $\Delta t$. With $m=3$ the least backward length is $1.702$ instead of $0.658$.

In imaginary time, the kinetic factor of the backward step in this real-coefficient composition multiplies a plane wave of wavenumber $\kappa$, for a particle of unit mass, by $e^{0.329\,\kappa^2\Delta\tau}$, where $\Delta\tau$ is the imaginary time step. It thus amplifies the high-momentum components that the forward steps damp.

## Other odd powers

Raising a symmetric method of even order $p-1$ to order $p+1$ replaces the cubes by $\sum_kw_k^p=0$, with $p\ge3$ odd. The argument carries over with $c=(m-1)^{1/p}$ and the inequality $x^p-pa^{p-1}x+(p-1)a^p\ge0$ for $x,a\ge0$. It gives

$$N\ge\frac1{(m-1)^{(p-1)/p}-1}.$$

Only the case $p=3$ is formalised above.
